# Order-two parasupersymmetry from the matching condition $AA^*=B^*B$

Suppose an eigenvector $\psi$ of $A^*A$ at energy $E$ has been computed, and eigenvectors of $AA^*$ and $BB^*$ are wanted too. If $A$ and $B$ are bounded operators with $AA^*=B^*B$, two applications of operators can supply one of each: $A\psi$ and $BA\psi$ solve the other equations at the same $E$, and both are non-zero when $E\neq0$ and $\psi\neq0$. Behind this lies an algebra of $3\times3$ matrices, which needs fewer hypotheses than the statement about levels.

## A ring with a star

The entries $A,B$ belong to a ring $R$ with an involution $*$ that reverses products. Physically they are operators and $*$ is the adjoint; neither commutativity nor a norm is needed. Without the star, $Q$ and $Q^3=0$ still make sense, but $H$ and $Q^*$ do not.

```lean
import Mathlib

open Matrix

namespace ParasupersymmetryOrderTwo

section Algebra

variable {R : Type*} [Ring R] [StarRing R]
```

Number the three sectors 0, 1, 2. The parasupercharge $Q$ has only the entries $Q_{10}=A$ and $Q_{21}=B$, so it moves a state up one sector.

```lean
/-- The parasupercharge: `A` takes the first sector to the second, `B` the second to the third. -/
def paraCharge (A B : R) : Matrix (Fin 3) (Fin 3) R :=
  !![0, 0, 0; A, 0, 0; 0, B, 0]
```

The Hamiltonian is $H=\mathrm{diag}(A^*A,\,AA^*,\,BB^*)$, without a factor $\tfrac12$; this convention fixes the coefficient 2 in the trilinear law.

```lean
/-- The three-sector Hamiltonian `diag(A*A, AA*, BB*)`. -/
def paraHamiltonian (A B : R) : Matrix (Fin 3) (Fin 3) R :=
  !![star A * A, 0, 0; 0, A * star A, 0; 0, 0, B * star B]
```

Three products and one trilinear sum can be worked out for arbitrary $A$ and $B$. First, $Q^2$ has the single entry $(Q^2)_{20}=BA$.

```lean
omit [StarRing R] in
/-- Two applications of the parasupercharge take the first sector to the third through `BA`. -/
theorem paraCharge_sq (A B : R) :
    paraCharge A B ^ 2 = !![0, 0, 0; 0, 0, 0; B * A, 0, 0] := by
  rw [pow_two]
  ext i j
  fin_cases i <;> fin_cases j <;>
    simp [paraCharge, Matrix.mul_apply, Fin.sum_univ_succ]
```

Next, $(QH)_{10}=AA^*A$ and $(QH)_{21}=BAA^*$.

```lean
/-- The product `QH`, sector by sector. -/
theorem charge_mul_hamiltonian (A B : R) :
    paraCharge A B * paraHamiltonian A B =
      !![0, 0, 0; A * (star A * A), 0, 0; 0, B * (A * star A), 0] := by
  ext i j
  fin_cases i <;> fin_cases j <;>
    simp [paraCharge, paraHamiltonian, Matrix.mul_apply, Fin.sum_univ_succ]
```

In the other order, $(HQ)_{10}=AA^*A$ and $(HQ)_{21}=BB^*B$.

```lean
/-- The product `HQ`, sector by sector. -/
theorem hamiltonian_mul_charge (A B : R) :
    paraHamiltonian A B * paraCharge A B =
      !![0, 0, 0; A * (star A * A), 0, 0; 0, B * (star B * B), 0] := by
  ext i j
  fin_cases i <;> fin_cases j <;>
    simp [paraCharge, paraHamiltonian, Matrix.mul_apply, Fin.sum_univ_succ, mul_assoc]
```

The conjugate transpose, written `ᴴ` in Lean, also stars the entries, so $(Q^*)_{01}=A^*$ and $(Q^*)_{12}=B^*$. Hence $QQ^*=\mathrm{diag}(0,AA^*,BB^*)$, and

- $Q^2Q^*$ has the entry $BAA^*$ at $(2,1)$;
- $QQ^*Q$ has $AA^*A$ at $(1,0)$ and $BB^*B$ at $(2,1)$;
- $Q^*Q^2$ has $B^*BA$ at $(1,0)$.

The sum therefore has $AA^*A+B^*BA$ at $(1,0)$ and $BAA^*+BB^*B$ at $(2,1)$. The Lean proofs do the same calculation by checking all nine entries with `fin_cases` and `simp`.

```lean
/-- The trilinear combination `Q²Q* + QQ*Q + Q*Q²`, sector by sector, for any `A` and `B`. -/
theorem trilinear_form (A B : R) :
    paraCharge A B ^ 2 * (paraCharge A B)ᴴ
      + paraCharge A B * (paraCharge A B)ᴴ * paraCharge A B
      + (paraCharge A B)ᴴ * paraCharge A B ^ 2 =
    !![0, 0, 0; A * (star A * A) + star B * (B * A), 0, 0;
       0, B * (A * star A) + B * (star B * B), 0] := by
  -- write out Q* and QQ* first
  have hQ : (paraCharge A B)ᴴ = !![0, star A, 0; 0, 0, star B; 0, 0, 0] := by
    ext i j
    fin_cases i <;> fin_cases j <;> simp [paraCharge, Matrix.conjTranspose_apply]
  have hP : paraCharge A B * (paraCharge A B)ᴴ =
      !![0, 0, 0; 0, A * star A, 0; 0, 0, B * star B] := by
    rw [hQ]
    ext i j
    fin_cases i <;> fin_cases j <;>
      simp [paraCharge, Matrix.mul_apply, Fin.sum_univ_succ]
  rw [paraCharge_sq, hP, hQ]
  ext i j
  fin_cases i <;> fin_cases j <;>
    simp [paraCharge, mul_assoc]
```

## The matching of the middle sector

The hypothesis `hAB` is $AA^*=B^*B$. It says that the middle Hamiltonian belongs to two supersymmetric pairs: it is the upper partner of $A^*A$ and the lower partner of $BB^*$. For one particle on a line, with $\hbar=2m=1$, $A=d/dx+W_1$ and $B=d/dx+W_2$ with real $W_1,W_2$, it reads formally $W_1^2+W_1'=W_2^2-W_2'$. The diagonal of $H$ carries no additive constants here. For operators and a real constant $c$, the shifted condition $AA^*+c=B^*B-c$ gives the same relations with $\mathrm{diag}(A^*A+c,\,AA^*+c,\,BB^*-c)$ in place of $H$; the case $c\neq0$, which formally includes the harmonic oscillator $W_1=W_2=x$ with $c=-1$, is not covered by the theorems below.

By hand it enters twice. It turns $BAA^*$ into $BB^*B$, which gives $QH=HQ$. It also makes the two terms in each entry of the trilinear sum equal, so the entries become $2AA^*A$ and $2BAA^*$, those of $2QH$. The identity $Q^3=0$ does not use it: $Q^2$ already ends in the last sector.

In the proof, rewriting with `hAB` settles the commutator, while `h1` records $B^*BA=AA^*A$ for the trilinear law.

```lean
/-- Parasupersymmetry of order two: if `AA* = B*B`, then `Q³ = 0`, `Q` commutes with `H`, and
`Q²Q* + QQ*Q + Q*Q² = 2QH`. -/
theorem parasupersymmetry (A B : R) (hAB : A * star A = star B * B) :
    paraCharge A B ^ 3 = 0 ∧
    paraCharge A B * paraHamiltonian A B = paraHamiltonian A B * paraCharge A B ∧
    paraCharge A B ^ 2 * (paraCharge A B)ᴴ
      + paraCharge A B * (paraCharge A B)ᴴ * paraCharge A B
      + (paraCharge A B)ᴴ * paraCharge A B ^ 2 =
      2 • (paraCharge A B * paraHamiltonian A B) := by
  refine ⟨?_, ?_, ?_⟩
  · -- there is no fourth sector to reach
    rw [pow_succ, paraCharge_sq]
    ext i j
    fin_cases i <;> fin_cases j <;>
      simp [paraCharge, Matrix.mul_apply, Fin.sum_univ_succ]
  · rw [charge_mul_hamiltonian, hamiltonian_mul_charge, hAB]
  · -- the matching condition makes the two terms in each entry equal
    have h1 : star B * (B * A) = A * (star A * A) := by
      rw [← mul_assoc, ← hAB, mul_assoc]
    rw [trilinear_form, charge_mul_hamiltonian, h1, hAB, two_nsmul]
    ext i j
    fin_cases i <;> fin_cases j <;> simp
```

Without matching, both laws can fail for this $H$. Take $R=\mathbb{C}$, $A=1$, $B=2$, so that $AA^*=1$ and $B^*B=4$. Then $(QH)_{21}=2$ but $(HQ)_{21}=8$, and the trilinear sum has $1+4=5$ at $(1,0)$ where $2QH$ has 2.

## Definiteness: $x^*x=0$ only for $x=0$

The converse, that the trilinear law with this unshifted $H$ forces matching, is proved here under the hypothesis `hR`. For operators it expresses the positivity of the inner product: if $\|x\phi\|^2=\langle\phi,x^*x\phi\rangle$ vanishes for every $\phi$, then $x=0$.

Let $D=AA^*-B^*B$. Comparing entries of the trilinear law and cancelling the common terms gives $B^*BA=AA^*A$ and $BB^*B=BAA^*$, that is, $DA=0$ and $BD=0$. Since $D^*=D$, starring the second relation gives $DB^*=0$. Therefore
$$D^*D=D(AA^*-B^*B)=(DA)A^*-(DB^*)B=0,$$
and definiteness gives $D=0$. The Lean facts `hDA`, `hBD`, `hDB` and `hDD` record these four vanishing products, and `hR` is used only in the last line.

```lean
/-- In a star ring where `x*x = 0` forces `x = 0`, the trilinear relation holds exactly when
`AA* = B*B`. -/
theorem trilinear_iff_matching (hR : ∀ x : R, star x * x = 0 → x = 0) (A B : R) :
    paraCharge A B ^ 2 * (paraCharge A B)ᴴ
      + paraCharge A B * (paraCharge A B)ᴴ * paraCharge A B
      + (paraCharge A B)ᴴ * paraCharge A B ^ 2 =
      2 • (paraCharge A B * paraHamiltonian A B) ↔ A * star A = star B * B := by
  refine ⟨fun h => ?_, fun h => (parasupersymmetry A B h).2.2⟩
  rw [trilinear_form, charge_mul_hamiltonian, two_nsmul] at h
  have h10 : star B * (B * A) = A * (star A * A) := by
    simpa using congrFun (congrFun h 1) 0
  have h21 : B * (star B * B) = B * (A * star A) := by
    simpa using congrFun (congrFun h 2) 1
  -- the mismatch D is self-adjoint and is annihilated by A and B
  obtain ⟨D, hD⟩ : ∃ D, D = A * star A - star B * B := ⟨_, rfl⟩
  have hBD : B * D = 0 := by rw [hD, mul_sub, h21, sub_self]
  have hDA : D * A = 0 := by
    rw [hD, sub_mul, mul_assoc, mul_assoc, h10, sub_self]
  have hs : star D = D := by rw [hD]; simp
  have hDB : D * star B = 0 := by
    have h3 := congrArg star hBD
    rwa [star_mul, hs, star_zero] at h3
  have hDD : star D * D = 0 := by
    rw [hs]
    calc D * D = D * (A * star A - star B * B) := congrArg (fun x => D * x) hD
      _ = D * A * star A - D * star B * B := by noncomm_ring
      _ = 0 := by rw [hDA, hDB]; simp
  exact sub_eq_zero.mp (hD.symm.trans (hR D hDD))

end Algebra
```

Without definiteness the converse can fail. In $\mathbb{R}[t]/(t^3)$ with trivial star, put $A=t$ and $B=0$. Both sides of the trilinear law vanish because $t^3=0$, yet $AA^*=t^2\neq0=B^*B$.

Matching does not by itself force $Q^2=0$. For operators, $Q^2=0$ together with matching would give $AA^*A=B^*BA=0$, hence $A=0$ and then $B=0$, so a non-zero example has $Q^2\neq0$. The matrices $A=|0\rangle\langle1|$ and $B=|1\rangle\langle0|$ satisfy $AA^*=|0\rangle\langle0|=B^*B$, while $BA=|1\rangle\langle1|\neq0$.

```lean
/-- The 2 by 2 matrices `A = |0⟩⟨1|` and `B = |1⟩⟨0|` satisfy `AA* = B*B`, and their
parasupercharge has non-zero square. -/
theorem parasupersymmetry_witness :
    (!![0, 1; 0, 0] : Matrix (Fin 2) (Fin 2) ℂ) * star !![0, 1; 0, 0]
      = star !![0, 0; 1, 0] * !![0, 0; 1, 0] ∧
    paraCharge (!![0, 1; 0, 0] : Matrix (Fin 2) (Fin 2) ℂ) !![0, 0; 1, 0] ^ 2 ≠ 0 := by
  constructor
  · ext i j
    fin_cases i <;> fin_cases j <;>
      simp [Matrix.star_eq_conjTranspose, Matrix.mul_apply, Fin.sum_univ_succ]
  · intro h
    rw [paraCharge_sq] at h
    have h2 := congrFun (congrFun h 2) 0
    -- the corner entry is the product BA, whose last diagonal entry is 1
    have h3 : (!![0, 0; 1, 0] : Matrix (Fin 2) (Fin 2) ℂ) * !![0, 1; 0, 0] = 0 := h2
    have h4 := congrFun (congrFun h3 1) 1
    simp at h4
```

## Bounded operators and an energy in the first sector

For levels, $A$ and $B$ are bounded operators on one complex Hilbert space $V$, which serves all three sectors; `star` is the adjoint. Completeness of $V$ guarantees that the adjoint exists. Definiteness then holds automatically, so the trilinear law with this $H$ is equivalent to matching.

```lean
section Hilbert

variable {V : Type*} [NormedAddCommGroup V] [InnerProductSpace ℂ V] [CompleteSpace V]

/-- For bounded operators on a Hilbert space, the trilinear relation holds exactly when
`AA* = B*B`. -/
theorem trilinear_iff_matching_hilbert (A B : V →L[ℂ] V) :
    paraCharge A B ^ 2 * (paraCharge A B)ᴴ
      + paraCharge A B * (paraCharge A B)ᴴ * paraCharge A B
      + (paraCharge A B)ᴴ * paraCharge A B ^ 2 =
      2 • (paraCharge A B * paraHamiltonian A B) ↔ A * star A = star B * B :=
  trilinear_iff_matching (fun x hx => (CStarRing.star_mul_self_eq_zero_iff x).mp hx) A B
```

Boundedness excludes the differential operators above when they act on $L^2(\mathbb{R})$; there the domains need separate treatment. Finite square matrices are covered.

The other hypothesis is $A^*A\psi=E\psi$ with $E$ real. For any $T$ with $T^*T\phi=E\phi$,
$$\|T\phi\|^2=\langle\phi,T^*T\phi\rangle=E\|\phi\|^2.$$
Lean obtains this from `adjoint_inner_right`.

```lean
/-- If `φ` is an eigenvector of `T*T` at energy `E`, then `‖Tφ‖² = E‖φ‖²`. -/
theorem norm_sq_partner (T : V →L[ℂ] V) (φ : V) (E : ℝ)
    (h : (star T * T) φ = (E : ℂ) • φ) : ‖T φ‖ ^ 2 = E * ‖φ‖ ^ 2 := by
  have h1 : inner ℂ φ ((star T * T) φ) = inner ℂ (T φ) (T φ) := by
    rw [ContinuousLinearMap.star_eq_adjoint]
    exact ContinuousLinearMap.adjoint_inner_right T φ (T φ)
  rw [h, inner_smul_right, inner_self_eq_norm_sq_to_K, inner_self_eq_norm_sq_to_K] at h1
  have h2 : ((E * ‖φ‖ ^ 2 : ℝ) : ℂ) = ((‖T φ‖ ^ 2 : ℝ) : ℂ) := by
    push_cast
    exact h1
  exact (Complex.ofReal_injective h2).symm
```

Now $AA^*(A\psi)=A(A^*A\psi)=EA\psi$. Matching turns this into $B^*B(A\psi)=EA\psi$, and applying $B$ gives $BB^*(BA\psi)=EBA\psi$. The norm identity, used for $A$ and then for $B$, yields $\|A\psi\|^2=E\|\psi\|^2$ and $\|BA\psi\|^2=E^2\|\psi\|^2$. For $\|\psi\|=1$ and $E>0$ the normalised partners are $A\psi/\sqrt{E}$ and $BA\psi/E$.

In the proof, `h1`, `h2` and `h3` are the three eigenvalue equations, with matching used in `h2`; `n1` and `n2` are the norms.

```lean
/-- A state `ψ` of the first sector at energy `E` is carried to `Aψ` and `BAψ`, which satisfy the
eigenvalue equations of the other two sectors at the same `E`, with squared norms `E‖ψ‖²` and
`E²‖ψ‖²`. -/
theorem level_triplet (A B : V →L[ℂ] V) (hAB : A * star A = star B * B) (ψ : V) (E : ℝ)
    (hψ : (star A * A) ψ = (E : ℂ) • ψ) :
    (A * star A) (A ψ) = (E : ℂ) • A ψ ∧
    (B * star B) (B (A ψ)) = (E : ℂ) • B (A ψ) ∧
    ‖A ψ‖ ^ 2 = E * ‖ψ‖ ^ 2 ∧ ‖B (A ψ)‖ ^ 2 = E ^ 2 * ‖ψ‖ ^ 2 := by
  have h1 : (A * star A) (A ψ) = (E : ℂ) • A ψ := by
    calc (A * star A) (A ψ) = A ((star A * A) ψ) := rfl
      _ = (E : ℂ) • A ψ := by rw [hψ, map_smul]
  -- the middle sector is also the lower partner of the pair built from B
  have h2 : (star B * B) (A ψ) = (E : ℂ) • A ψ := by rw [← hAB, h1]
  have h3 : (B * star B) (B (A ψ)) = (E : ℂ) • B (A ψ) := by
    calc (B * star B) (B (A ψ)) = B ((star B * B) (A ψ)) := rfl
      _ = (E : ℂ) • B (A ψ) := by rw [h2, map_smul]
  have n1 := norm_sq_partner A ψ E hψ
  have n2 := norm_sq_partner B (A ψ) E h2
  refine ⟨h1, h3, n1, ?_⟩
  rw [n2, n1]
  ring

end Hilbert

end ParasupersymmetryOrderTwo
```

The theorem carries states upwards from the first sector and does not say that every state of the other two arises in this way. Without matching the common energy can be lost: $A=1$, $B=2$ on $V=\mathbb{C}$ gives energies 1, 1 and 4.

For a numerical instance, take $A=2|0\rangle\langle1|$, $B=2|1\rangle\langle0|$ and $\psi=|1\rangle$. Then $AA^*=B^*B=4|0\rangle\langle0|$ and $E=4$. The partners are $A\psi=2|0\rangle$ and $BA\psi=4|1\rangle$, with squared norms $4=E$ and $16=E^2$; normalised, they are $|0\rangle$ and $|1\rangle$. The state $|0\rangle$ of the first sector has $E=0$ and is annihilated by $A$, so it yields no partners.

```lean
#print axioms ParasupersymmetryOrderTwo.parasupersymmetry
#print axioms ParasupersymmetryOrderTwo.trilinear_iff_matching_hilbert
#print axioms ParasupersymmetryOrderTwo.level_triplet
```

```
'ParasupersymmetryOrderTwo.parasupersymmetry' depends on axioms: [propext, Classical.choice, Quot.sound]
'ParasupersymmetryOrderTwo.trilinear_iff_matching_hilbert' depends on axioms: [propext, Classical.choice, Quot.sound]
'ParasupersymmetryOrderTwo.level_triplet' depends on axioms: [propext, Classical.choice, Quot.sound]
```
